# Finite sums of concentric Gaussian pairs on a line have an intracule without a cusp

Anyone who fits the short-range part of a Coulomb hole with Gaussians may keep adding functions and wait for the linear slope at electron coalescence to appear. In a one-dimensional model it never does: a finite sum of concentric Gaussian pair functions, each integrable over position at fixed separation, gives a distribution of separations (the intracule) whose derivative at zero separation is zero.

```lean
import Mathlib

open MeasureTheory

noncomputable section

namespace GaussianIntracule

/-- The intracule of a pair density `ρ` on the line: the density of pairs with
separation `u`, integrated over the position of the first electron. -/
def intracule (ρ : ℝ → ℝ → ℝ) (u : ℝ) : ℝ := ∫ x : ℝ, ρ x (x + u)

/-- A Gaussian pair function centred at the origin, with exponents `a` and `b` for the two
electrons and a coupling `g` between their coordinates. -/
def gaussPair (a b g x y : ℝ) : ℝ :=
  Real.exp (-(a * x ^ 2) - b * y ^ 2 - 2 * g * x * y)

/-- A finite real linear combination of concentric Gaussian pair functions. -/
def pairDensity {ι : Type*} (s : Finset ι) (c a b g : ι → ℝ) (x y : ℝ) : ℝ :=
  ∑ i ∈ s, c i * gaussPair (a i) (b i) (g i) x y

/-- For `a + b + 2 * g > 0`, the coefficient `q` in the factor `exp (-(q * u ^ 2))` of the intracule
of a Gaussian pair function; it may have either sign. -/
def relExponent (a b g : ℝ) : ℝ := (a * b - g ^ 2) / (a + b + 2 * g)

/-- At fixed separation `u`, a Gaussian pair function with `a + b + 2 * g > 0` is the factor
`exp (-(relExponent a b g * u ^ 2))` times a displaced Gaussian in the position of the first
electron. -/
theorem gaussPair_separation {a b g : ℝ} (hp : 0 < a + b + 2 * g) (x u : ℝ) :
    gaussPair a b g x (x + u) = Real.exp (-(relExponent a b g * u ^ 2)) *
      Real.exp (-(a + b + 2 * g) * (x + (b + g) / (a + b + 2 * g) * u) ^ 2) := by
  have hne : a + b + 2 * g ≠ 0 := hp.ne'
  unfold gaussPair relExponent
  rw [← Real.exp_add]
  congr 1
  field_simp
  ring

/-- A Gaussian pair function with `a + b + 2 * g > 0` is integrable over the position of the
first electron at every fixed separation. -/
theorem integrable_gaussPair {a b g : ℝ} (hp : 0 < a + b + 2 * g) (u : ℝ) :
    Integrable (fun x : ℝ => gaussPair a b g x (x + u)) := by
  simp_rw [gaussPair_separation hp]
  exact ((integrable_exp_neg_mul_sq hp).comp_add_right
    ((b + g) / (a + b + 2 * g) * u)).const_mul _

/-- The intracule of a Gaussian pair function with `a + b + 2 * g > 0` is a positive constant times
`exp (-(relExponent a b g * u ^ 2))`. -/
theorem intracule_gaussPair {a b g : ℝ} (hp : 0 < a + b + 2 * g) (u : ℝ) :
    intracule (gaussPair a b g) u =
      Real.sqrt (Real.pi / (a + b + 2 * g)) * Real.exp (-(relExponent a b g * u ^ 2)) := by
  -- the displacement of the Gaussian does not change its integral
  have hshift : ∫ x : ℝ, Real.exp
        (-(a + b + 2 * g) * (x + (b + g) / (a + b + 2 * g) * u) ^ 2) =
      ∫ x : ℝ, Real.exp (-(a + b + 2 * g) * x ^ 2) :=
    integral_add_right_eq_self (μ := volume)
      (fun x : ℝ => Real.exp (-(a + b + 2 * g) * x ^ 2)) _
  unfold intracule
  simp_rw [gaussPair_separation hp]
  rw [integral_const_mul, hshift, integral_gaussian, mul_comm]

variable {ι : Type*} {s : Finset ι} {c a b g : ι → ℝ}

/-- The intracule of a finite combination of Gaussian pair functions, each with `a + b + 2 * g > 0`,
is the same combination of their individual intracules, written out in closed form. -/
theorem intracule_pairDensity (hp : ∀ i ∈ s, 0 < a i + b i + 2 * g i) (u : ℝ) :
    intracule (pairDensity s c a b g) u =
      ∑ i ∈ s, c i * (Real.sqrt (Real.pi / (a i + b i + 2 * g i)) *
        Real.exp (-(relExponent (a i) (b i) (g i) * u ^ 2))) := by
  unfold intracule pairDensity
  rw [MeasureTheory.integral_finsetSum _ (fun i hi => (integrable_gaussPair (hp i hi) u).const_mul (c i))]
  refine Finset.sum_congr rfl fun i hi => ?_
  rw [integral_const_mul]
  exact congrArg (fun t => c i * t) (intracule_gaussPair (hp i hi) u)

/-- The intracule of any finite combination of concentric Gaussian pair functions, each with
`a + b + 2 * g > 0`, has zero derivative at electron coalescence. -/
theorem intracule_hasDerivAt_zero (hp : ∀ i ∈ s, 0 < a i + b i + 2 * g i) :
    HasDerivAt (intracule (pairDensity s c a b g)) 0 0 := by
  rw [funext (intracule_pairDensity (c := c) hp)]
  -- every term depends on the separation only through its square
  have h : ∀ i ∈ s, HasDerivAt (fun u : ℝ =>
      c i * (Real.sqrt (Real.pi / (a i + b i + 2 * g i)) *
        Real.exp (-(relExponent (a i) (b i) (g i) * u ^ 2)))) 0 0 := by
    intro i _
    have h1 : HasDerivAt (fun u : ℝ => -(relExponent (a i) (b i) (g i) * u ^ 2)) 0 0 :=
      ((hasDerivAt_pow 2 (0 : ℝ)).const_mul _).fun_neg.congr_deriv (by simp)
    exact ((h1.exp.const_mul _).const_mul _).congr_deriv (by simp)
  exact (HasDerivAt.fun_sum h).congr_deriv (by simp)

/-- If each term has `a + b + 2 * g > 0` and `g ^ 2 ≤ a * b`, the intracule departs from its
coalescence value by at most an explicit constant times the squared separation. -/
theorem intracule_quadratic_bound (hp : ∀ i ∈ s, 0 < a i + b i + 2 * g i)
    (hg : ∀ i ∈ s, g i ^ 2 ≤ a i * b i) (u : ℝ) :
    |intracule (pairDensity s c a b g) u - intracule (pairDensity s c a b g) 0| ≤
      (∑ i ∈ s, |c i| * (Real.sqrt (Real.pi / (a i + b i + 2 * g i)) *
        relExponent (a i) (b i) (g i))) * u ^ 2 := by
  rw [intracule_pairDensity hp, intracule_pairDensity hp, ← Finset.sum_sub_distrib,
    Finset.sum_mul]
  refine (Finset.abs_sum_le_sum_abs _ _).trans (Finset.sum_le_sum fun i hi => ?_)
  have hq : 0 ≤ relExponent (a i) (b i) (g i) :=
    div_nonneg (sub_nonneg.mpr (hg i hi)) (hp i hi).le
  generalize relExponent (a i) (b i) (g i) = q at hq ⊢
  have hS := Real.sqrt_nonneg (Real.pi / (a i + b i + 2 * g i))
  generalize Real.sqrt (Real.pi / (a i + b i + 2 * g i)) = S at hS ⊢
  -- the elementary bounds 0 ≤ 1 - exp (-t) ≤ t for t ≥ 0
  have hlow : 1 - Real.exp (-(q * u ^ 2)) ≤ q * u ^ 2 := by
    linarith [Real.add_one_le_exp (-(q * u ^ 2))]
  have hup : 0 ≤ 1 - Real.exp (-(q * u ^ 2)) := by
    have : Real.exp (-(q * u ^ 2)) ≤ 1 :=
      Real.exp_le_one_iff.mpr (neg_nonpos.mpr (mul_nonneg hq (sq_nonneg u)))
    linarith
  have hterm : c i * (S * Real.exp (-(q * u ^ 2))) - c i * (S * Real.exp (-(q * 0 ^ 2))) =
      -(c i * (S * (1 - Real.exp (-(q * u ^ 2))))) := by
    have h0 : Real.exp (-(q * 0 ^ 2)) = 1 := by simp
    rw [h0]
    ring
  rw [hterm, abs_neg, abs_mul, abs_of_nonneg (mul_nonneg hS hup)]
  calc |c i| * (S * (1 - Real.exp (-(q * u ^ 2)))) ≤ |c i| * (S * (q * u ^ 2)) := by gcongr
    _ = |c i| * (S * q) * u ^ 2 := by ring

/-- A function with non-zero right-hand slope `k` at coalescence agrees on no interval
`[0, ε)` with the intracule of a finite combination of concentric Gaussian pair functions,
each with `a + b + 2 * g > 0`. -/
theorem cusp_not_gaussian (hp : ∀ i ∈ s, 0 < a i + b i + 2 * g i) {f : ℝ → ℝ} {k : ℝ}
    (hf : HasDerivWithinAt f k (Set.Ici 0) 0) (hk : k ≠ 0) :
    ¬ ∃ ε > 0, ∀ u, 0 ≤ u → u < ε → f u = intracule (pairDensity s c a b g) u := by
  rintro ⟨ε, hε, h⟩
  have h1 : HasDerivWithinAt f 0 (Set.Ici 0) 0 := by
    refine (intracule_hasDerivAt_zero (c := c) hp).hasDerivWithinAt.congr_of_eventuallyEq
      ?_ (h 0 le_rfl hε)
    filter_upwards [self_mem_nhdsWithin, mem_nhdsWithin_of_mem_nhds (Iio_mem_nhds hε)]
      with u hu0 hu1
    exact h u hu0 hu1
  -- one-sided derivatives are unique
  exact hk ((uniqueDiffOn_Ici (0 : ℝ) 0 (Set.mem_Ici.mpr le_rfl)).eq_deriv _ hf h1)

/-- A factor in the pair density that depends only on the separation multiplies
the intracule by that same factor. -/
theorem intracule_correlationFactor (F : ℝ → ℝ) (ρ : ℝ → ℝ → ℝ) (u : ℝ) :
    intracule (fun x y => F (y - x) * ρ x y) u = F u * intracule ρ u := by
  simp only [intracule, add_sub_cancel_left, integral_const_mul]

/-- Multiplying a Gaussian pair density, each term with `a + b + 2 * g > 0`, by the linear
factor `1 + k * |y - x|` gives an intracule whose right-hand slope at coalescence is `k` times
the coalescence value of the original intracule. -/
theorem linear_factor_slope (hp : ∀ i ∈ s, 0 < a i + b i + 2 * g i) (k : ℝ) :
    HasDerivWithinAt
      (intracule (fun x y => (1 + k * |y - x|) * pairDensity s c a b g x y))
      (k * intracule (pairDensity s c a b g) 0) (Set.Ici 0) 0 := by
  have e : ∀ u ∈ Set.Ici (0 : ℝ),
      intracule (fun x y => (1 + k * |y - x|) * pairDensity s c a b g x y) u =
        (1 + k * u) * intracule (pairDensity s c a b g) u := by
    intro u hu
    have h := intracule_correlationFactor (fun r => 1 + k * |r|) (pairDensity s c a b g) u
    simp only [abs_of_nonneg (Set.mem_Ici.mp hu)] at h
    exact h
  have hlin : HasDerivAt (fun u : ℝ => 1 + k * u) k 0 :=
    (((hasDerivAt_id' (0 : ℝ)).const_mul k).const_add 1).congr_deriv (by simp)
  -- product rule: the Gaussian part contributes no slope
  have hprod := (hlin.fun_mul (intracule_hasDerivAt_zero (c := c) hp)).congr_deriv
    (show _ = k * intracule (pairDensity s c a b g) 0 by simp)
  exact hprod.hasDerivWithinAt.congr e (e 0 (Set.mem_Ici.mpr le_rfl))

end GaussianIntracule
```

```lean
#print axioms GaussianIntracule.intracule_quadratic_bound
#print axioms GaussianIntracule.cusp_not_gaussian
#print axioms GaussianIntracule.linear_factor_slope
```

```
'GaussianIntracule.intracule_quadratic_bound' depends on axioms: [propext, Classical.choice, Quot.sound]
'GaussianIntracule.cusp_not_gaussian' depends on axioms: [propext, Classical.choice, Quot.sound]
'GaussianIntracule.linear_factor_slope' depends on axioms: [propext, Classical.choice, Quot.sound]
```

## The intracule and its slope in words

Let $x$ and $y$ be the positions of the two electrons and $\rho(x,y)$ a pair density. The definition `intracule` fixes the separation $u=y-x$ and integrates over the first position:

$$I(u)=\int_{-\infty}^{\infty}\rho(x,x+u)\,dx .$$

The building block `gaussPair a b g` is the function

$$G(x,y)=e^{-ax^2-by^2-2gxy},$$

with real exponents $a$, $b$ and a real coupling $g$. `pairDensity` is the sum $\rho=\sum_{i\in s}c_iG_i$ over a finite set `s`, with real coefficients $c_i$ of either sign. For each term define

$$p_i=a_i+b_i+2g_i,\qquad q_i=\frac{a_ib_i-g_i^2}{p_i}.$$

The second quantity is `relExponent`. The hypothesis `hp` says that $p_i>0$ for every term in the sum.

Under `hp`, `intracule_pairDensity` gives the closed form

$$I(u)=\sum_{i\in s}c_i\sqrt{\frac{\pi}{p_i}}\;e^{-q_iu^2}.$$

For one term with $c=1$ and $g=0$, a plain product of two Gaussians, this is $\sqrt{\pi/(a+b)}\,e^{-abu^2/(a+b)}$.

The central theorem, `intracule_hasDerivAt_zero`, concludes `HasDerivAt (intracule (pairDensity s c a b g)) 0 0`. The first `0` is the value of the derivative and the second is the point at which it is taken. The derivative is two-sided, and its existence is part of the claim.

Three further theorems accompany it:

- `intracule_quadratic_bound` adds the hypothesis $g_i^2\le a_ib_i$ for every term and bounds $|I(u)-I(0)|$ by an explicit constant times $u^2$, for every real $u$.
- `cusp_not_gaussian` takes a function $f$ with right-hand slope $k\neq0$ at zero and shows that $f$ cannot coincide with such an intracule on any interval $[0,\varepsilon)$. The one-sided derivative is written `HasDerivWithinAt f k (Set.Ici 0) 0`, where `Set.Ici 0` is $[0,\infty)$.
- `linear_factor_slope` multiplies the pair density by $1+k|y-x|$ and finds the right-hand slope $kI(0)$, where $I$ is the intracule before the multiplication.

## What the exponents and the constant $k$ stand for

On the coalescence line $x=y$ a pair function reduces to $e^{-px^2}$. The condition $p>0$ therefore says that the function decays when both electrons move away from the origin together. The number $q$ sets how the intracule varies with the separation: it decays if $q>0$ and grows if $q<0$.

The coupling $g$ lets the theorems include explicitly correlated Gaussians. A factor $e^{-\gamma(y-x)^2}$ adds $\gamma$ to both $a$ and $b$ and subtracts $\gamma$ from $g$. This leaves $p$ unchanged and raises $q$ by $\gamma$. Such a factor changes the width of the intracule, but its slope at zero separation stays zero.

Together with $p>0$, the condition $g^2\le ab$ means that the quadratic form $ax^2+2gxy+by^2$ is never negative, so the pair function never exceeds one. A pair function that is integrable over the whole plane satisfies the strict inequality.

In `cusp_not_gaussian` the letter $k$ is the slope of $f$ itself. In the factor $1+k|y-x|$ it stands for the relative slope, the slope divided by the value, that an interaction can impose on the pair density at coalescence. On a line a contact repulsion imposes one, whereas the bare Coulomb repulsion $1/|x-y|$ makes the wavefunction vanish there. The file contains no Hamiltonian, so $k$ is a free parameter here. It multiplies the density and not the wavefunction: a wavefunction factor $1+\kappa|y-x|$ gives, after squaring, a linear term with $k=2\kappa$.

For explicitly correlated electronic structure methods, this one-dimensional model with finite, concentric Gaussian sums shows the difference between a factor that is Gaussian in the interelectronic distance and one that is linear in it. It does not treat the three-dimensional Coulomb problem, nor does it derive a cusp condition. Infinite expansions and polynomial prefactors are also left out, and the density need not be normalised, positive or symmetric under exchange.

Without exchange symmetry, the common centre matters for the value of the slope. The displaced product $e^{-x^2-(y-1)^2}$ has the intracule $\sqrt{\pi/2}\,e^{-(u-1)^2/2}$, which is smooth but has a non-zero slope at $u=0$. This product is not symmetric under exchange, as the pair density of two electrons must be. Adding the product with $x$ and $y$ interchanged makes the intracule even, and the slope is zero again.

## Completing the square at fixed separation

Take a single term and drop its index. With $y=x+u$, the negative of the exponent is

$$ax^2+b(x+u)^2+2gx(x+u)=px^2+2(b+g)xu+bu^2 .$$

Since $p>0$, the square can be completed:

$$px^2+2(b+g)xu+bu^2=p\left(x+\frac{b+g}{p}u\right)^2+\left(b-\frac{(b+g)^2}{p}\right)u^2 .$$

The last coefficient simplifies because

$$bp-(b+g)^2=ab+b^2+2bg-b^2-2bg-g^2=ab-g^2,$$

so it equals $q$. This is `gaussPair_separation`. Its proof merges the two exponentials with `Real.exp_add`, compares the exponents, and leaves the algebra to `field_simp` and `ring`.

The integral over $x$ now contains a displaced Gaussian. A displacement does not change an integral over the whole line, so

$$\int_{-\infty}^{\infty}G(x,x+u)\,dx=e^{-qu^2}\int_{-\infty}^{\infty}e^{-px^2}\,dx=\sqrt{\frac{\pi}{p}}\;e^{-qu^2}.$$

In `intracule_gaussPair` the displacement is removed by `hshift`, and `integral_gaussian` supplies the remaining integral. The lemma `integrable_gaussPair` shows that each term is integrable at fixed $u$. This allows `intracule_pairDensity` to exchange the integral with the finite sum.

## Zero slope and a quadratic departure

Differentiating the closed form gives

$$I'(u)=-2u\sum_{i\in s}c_iq_i\sqrt{\frac{\pi}{p_i}}\;e^{-q_iu^2},$$

and hence $I'(0)=0$. The sign of $q_i$ plays no part. The Lean proof differentiates at zero only: `h1` shows that $-q_iu^2$ has derivative zero there, the chain rule carries this through the exponential, and `HasDerivAt.fun_sum` adds the terms.

For the quadratic bound, $g_i^2\le a_ib_i$ gives $q_i\ge0$. For $t\ge0$ one has $0\le1-e^{-t}\le t$. Setting $t=q_iu^2$ and applying the triangle inequality yields

$$|I(u)-I(0)|\le\sum_{i\in s}|c_i|\sqrt{\frac{\pi}{p_i}}\,\bigl(1-e^{-q_iu^2}\bigr)\le\left(\sum_{i\in s}|c_i|\sqrt{\frac{\pi}{p_i}}\;q_i\right)u^2 .$$

The steps `hlow` and `hup` are the two elementary inequalities, and `hterm` rewrites the difference of each term so that they apply.

Without $g^2\le ab$ the bound can fail. Take one term with $c=1$, $a=b=1$ and $g=2$. This function grows without limit along $y=-x$, so it is not a physical pair density, but it satisfies $p>0$. Then $p=6$ and $q=-\tfrac12$, so

$$I(u)=\sqrt{\frac{\pi}{6}}\;e^{u^2/2}.$$

The constant in the bound is now negative, while $|I(u)-I(0)|$ is positive for $u\ne0$. A larger constant would not help for all $u$, because the exponential outgrows every multiple of $u^2$. The slope at $u=0$ is still zero, in agreement with the central theorem, which needs only $p>0$.

## A linear factor supplies the missing slope

Let $f$ have the right-hand slope $k\ne0$ at zero, and suppose that $f(u)=I(u)$ for all $0\le u<\varepsilon$. For $0<u<\varepsilon$ the difference quotients agree:

$$\frac{f(u)-f(0)}{u}=\frac{I(u)-I(0)}{u}.$$

As $u\to0^+$, the left side tends to $k$ and the right side to zero, so $k=0$. This contradicts $k\ne0$ and proves `cusp_not_gaussian`. In Lean, the agreement near zero transfers the derivative of $I$ to $f$, and `uniqueDiffOn_Ici` provides the uniqueness of one-sided derivatives. The theorem rules out exact agreement; it sets no limit on how closely a Gaussian sum may approximate a cusp.

Now multiply the pair density by a factor $F(y-x)$. At fixed separation this factor is the constant $F(u)$, so it leaves the integral:

$$\int_{-\infty}^{\infty}F(u)\,\rho(x,x+u)\,dx=F(u)\,I(u).$$

This is `intracule_correlationFactor`. It holds for any $\rho$, since Lean assigns the value zero to the integral of a function that is not integrable.

With $F(r)=1+k|r|$ and $u\ge0$, the new intracule is $(1+ku)I(u)$. The product rule gives its right-hand slope at zero:

$$k\,I(0)+1\cdot I'(0)=k\,I(0).$$

In `linear_factor_slope`, the step `e` removes the absolute value on $[0,\infty)$, `hlin` differentiates the linear factor, and `hprod` applies the product rule with $I'(0)=0$. The slope is non-zero exactly when both $k$ and $I(0)$ are non-zero. The new intracule is even in $u$, so its left-hand slope is the opposite, and the two together form the kink that the Gaussian sum alone lacks.
